# For a function of temperature that is C^m at T = 0, the remainder of its Taylor expansion after the terms below T^m, divided by T^m, tends to the m-th Taylor coefficient as T → 0⁺

The theorem `low_temperature_expansion` concerns a real function F of temperature T, with no Hamiltonian or other microscopic model behind it. If F is m times continuously differentiable at T = 0, then F(T) minus its Taylor terms of order below m, divided by T^m, tends to F^(m)(0)/m! as T falls to zero through positive values. F is defined on the whole real line and the smoothness is two-sided, so it also constrains F at negative T near zero. The proof is by induction on m: l'Hôpital's rule turns the claim for F at order m + 1 into the claim for F′ at order m.

Lean 4 with Mathlib refuses this proof:

```lean
import Mathlib

open Filter Topology

namespace LowTemperatureExpansion

noncomputable section

/-- The coefficient of `T ^ k` in the Taylor series of `F` at zero temperature. -/
def coeff (F : ℝ → ℝ) (k : ℕ) : ℝ := iteratedDeriv k F 0 / (k.factorial : ℝ)

/-- The Taylor coefficients of `F'` are those of `F`, shifted by one order and multiplied
by that order. -/
theorem coeff_deriv (F : ℝ → ℝ) (k : ℕ) :
    coeff (deriv F) k = ((k : ℝ) + 1) * coeff F (k + 1) := by
  have h1 : (k.factorial : ℝ) ≠ 0 := by positivity
  have h2 : (k : ℝ) + 1 ≠ 0 := by positivity
  unfold coeff
  rw [iteratedDeriv_succ', Nat.factorial_succ]
  push_cast
  field_simp

/-- If `F` is `m + 1` times continuously differentiable at zero temperature, then `F'` is
`m` times continuously differentiable there. -/
theorem contDiffAt_deriv {F : ℝ → ℝ} {m : ℕ} (hF : ContDiffAt ℝ ((m + 1 : ℕ)) F 0) :
    ContDiffAt ℝ m (deriv F) 0 := by
  have h := hF.fderiv_right (m := (m : WithTop ℕ∞)) (by push_cast; exact le_rfl)
  have e : deriv F = fun x => fderiv ℝ F x 1 := rfl
  rw [e]
  exact h.clm_apply contDiffAt_const

/-- Low-temperature expansion: for `F` of class `C^m` at zero, the remainder after the terms
below order `m`, divided by `T ^ m`, tends to the Taylor coefficient of order `m`. -/
theorem low_temperature_expansion (m : ℕ) : ∀ F : ℝ → ℝ, ContDiffAt ℝ m F 0 →
    Tendsto (fun T => (F T - ∑ k ∈ Finset.range m, coeff F k * T ^ k) / T ^ m)
      (𝓝[>] 0) (𝓝 (coeff F m)) := by
  induction m with
  | zero =>
    intro F hF
    have h : Tendsto F (𝓝[>] 0) (𝓝 (F 0)) :=
      hF.continuousAt.tendsto.mono_left nhdsWithin_le_nhds
    simpa [coeff] using h
  | succ m ih =>
    intro F hF
    -- the Taylor polynomial of F differentiates to that of F'
    have hp : ∀ x : ℝ, HasDerivAt (fun T => ∑ k ∈ Finset.range (m + 1), coeff F k * T ^ k)
        (∑ k ∈ Finset.range m, coeff (deriv F) k * x ^ k) x := by
      intro x
      have h : HasDerivAt (fun T : ℝ => ∑ k ∈ Finset.range m, coeff F (k + 1) * T ^ (k + 1))
          (∑ k ∈ Finset.range m, coeff F (k + 1) * (((k + 1 : ℕ) : ℝ) * x ^ (k + 1 - 1))) x :=
        HasDerivAt.fun_sum fun k _ => (hasDerivAt_pow (k + 1) x).const_mul _
      simp only [Finset.sum_range_succ', pow_zero]
      refine (h.add_const (coeff F 0 * 1)).congr_deriv (Finset.sum_congr rfl fun k _ => ?_)
      rw [coeff_deriv, Nat.add_sub_cancel]
      push_cast
      ring
    have hd : ∀ᶠ x in 𝓝[>] (0 : ℝ), HasDerivAt F (deriv F x) x := by
      have h1 : ContDiffAt ℝ 1 F 0 := hF.of_le (by exact_mod_cast Nat.le_add_left 1 m)
      filter_upwards [nhdsWithin_le_nhds (h1.eventually (by simp))] with x hx
      exact (hx.differentiableAt (by simp)).hasDerivAt
    have hv : F 0 - ∑ k ∈ Finset.range (m + 1), coeff F k * (0 : ℝ) ^ k = 0 := by
      simp [Finset.sum_range_succ', coeff]
    have h0 : Tendsto (fun T => F T - ∑ k ∈ Finset.range (m + 1), coeff F k * T ^ k)
        (𝓝 0) (𝓝 0) := by
      have hc := (hF.continuousAt.sub (hp 0).continuousAt).tendsto
      rw [← hv]
      exact hc
    -- l'Hôpital's rule reduces the order by one
    refine HasDerivAt.lhopital_zero_nhdsGT
      (f' := fun T => deriv F T - ∑ k ∈ Finset.range m, coeff (deriv F) k * T ^ k)
      (g' := fun T => T ^ m * ((m + 1 : ℕ) : ℝ)) ?_ ?_ ?_
      (h0.mono_left nhdsWithin_le_nhds)
      (((continuous_pow (m + 1)).tendsto' 0 0 (by simp)).mono_left nhdsWithin_le_nhds) ?_
    · filter_upwards [hd] with x hx
      exact hx.fun_sub (hp x)
    · refine Eventually.of_forall fun x => (hasDerivAt_pow (m + 1) x).congr_deriv ?_
      rw [Nat.add_sub_cancel, mul_comm]
    · filter_upwards [self_mem_nhdsWithin] with x hx
      have hx' : 0 < x := hx
      positivity
    · have h := (ih (deriv F) (contDiffAt_deriv hF)).div_const ((m + 1 : ℕ) : ℝ)
      have e : coeff (deriv F) m / ((m + 1 : ℕ) : ℝ) = coeff F (m + 1) := by
        have h2 : (m : ℝ) + 1 ≠ 0 := by positivity
        rw [coeff_deriv]
        push_cast
        field_simp
      rw [e] at h
      exact h.congr fun T => div_div _ _ _

end

end LowTemperatureExpansion
```

Messages:

```
Main.lean:67:6: error: Type mismatch
  hc
has type
  Tendsto (F - fun T => ∑ k ∈ Finset.range (m + 1), coeff F k * T ^ k) (𝓝 0)
    (𝓝 ((F - fun T => ∑ k ∈ Finset.range (m + 1), coeff F k * T ^ k) 0))
but is expected to have type
  Tendsto (fun T => F T - ∑ k ∈ Finset.range (m + 1), coeff F k * T ^ k)
    (𝓝 (F 0 - ∑ k ∈ Finset.range (m + 1), coeff F k * 0 ^ k)) (𝓝 (F 0 - ∑ k ∈ Finset.range (m + 1), coeff F k * 0 ^ k))
```

Cause. The error arises in proving `h0`, that the remainder tends to 0 as T → 0. The equation `hv` says that the remainder at T = 0 is 0. Used backwards, `rw [← hv]` replaces every real `0` it finds in the goal, and there are two: the limit, as intended, and the point that T approaches. The goal then has T tending to `F 0 - ∑ …`, while `hc` has T tending to `0`. These are equal by `hv` but not by definition, so `exact hc` fails.

The repair leaves the goal alone and uses `hv` forwards, in `hc`, where it changes only the limit. For this `hc` needs its new type annotation. Without it the limit reads `(F - fun T => …) 0`, which does not have the form of the left side of `hv` that `rw` looks for. The annotation writes the subtraction out pointwise, which Lean accepts because the two forms are equal by definition.

The mended proof, as a diff:

```diff
@@ -63,6 +63,8 @@
     have h0 : Tendsto (fun T => F T - ∑ k ∈ Finset.range (m + 1), coeff F k * T ^ k)
         (𝓝 0) (𝓝 0) := by
-      have hc := (hF.continuousAt.sub (hp 0).continuousAt).tendsto
-      rw [← hv]
+      have hc : Tendsto (fun T => F T - ∑ k ∈ Finset.range (m + 1), coeff F k * T ^ k)
+          (𝓝 0) (𝓝 (F 0 - ∑ k ∈ Finset.range (m + 1), coeff F k * (0 : ℝ) ^ k)) :=
+        (hF.continuousAt.sub (hp 0).continuousAt).tendsto
+      rw [hv] at hc
       exact hc
     -- l'Hôpital's rule reduces the order by one
```
